# The relaxed-ion elastic matrix of a harmonic cell with singular force constants

**Q:** Take two atoms on a line, joined by a unit spring. A strain $h$ pushes them with forces $h$ and $-h$. With cell volume 2 and clamped-ion elastic constant 3, the energy is
$$3h^2-h(u_0-u_1)+\tfrac12(u_0-u_1)^2.$$
The force-constant matrix has no inverse. How can you relax the atoms?

**A:** Only $d=u_0-u_1$ matters. The minimum is at $d=h$, with energy $\tfrac52h^2$, so the elastic constant falls from 3 to $5/2$. The common translation stays undetermined, but the strain-induced forces do no work along it.

**Q:** And for a general cell?

**A:** Let $h$ be the strain, $u$ the internal displacements, $\Omega$ the volume, $C_0$ the clamped-ion elastic matrix, $K$ the force constants and $\Lambda$ the internal-strain coupling, written `L` in Lean. The energy is
$$E(h,u)=\tfrac{\Omega}{2}\,h\cdot C_0h-u\cdot\Lambda h+\tfrac12\,u\cdot Ku.$$

```lean
import Mathlib

open Matrix

namespace RelaxedIonElasticity

noncomputable section

variable {m n : Type*} [Fintype m] [Fintype n]
```

The index types `m` and `n` label strain components and displacement coordinates; both are finite.

```lean
/-- Energy of a cell of volume `Ω` under strain `h` and internal displacements `u`, with
clamped-ion elastic matrix `C₀`, internal-strain coupling `L` and force constants `K`. -/
def energy (Ω : ℝ) (C₀ : Matrix m m ℝ) (L : Matrix n m ℝ) (K : Matrix n n ℝ)
    (h : m → ℝ) (u : n → ℝ) : ℝ :=
  Ω / 2 * (h ⬝ᵥ C₀ *ᵥ h) - u ⬝ᵥ L *ᵥ h + (u ⬝ᵥ K *ᵥ u) / 2
```

The sign convention makes $\Lambda h$ the force on the atoms at $u=0$. For a matrix $G$ with $KGK=K$, the relaxed matrix is $C=C_0-\Lambda^TG\Lambda/\Omega$.

```lean
/-- Relaxed-ion elastic matrix `C₀ - Lᵀ G L / Ω`, for a cell volume `Ω ≠ 0`. -/
def relaxedElastic (Ω : ℝ) (C₀ : Matrix m m ℝ) (L : Matrix n m ℝ) (G : Matrix n n ℝ) :
    Matrix m m ℝ :=
  C₀ - Ω⁻¹ • (Lᵀ * G * L)
```

**Q:** What physics sits in the hypotheses?

**A:** `K.PosSemidef` includes symmetry and says that no internal displacement lowers the energy at zero strain. The condition $\Lambda=KX$ for some $X$ says that strain-induced forces can be balanced by displacements. Translation invariance supplies this when translations are the only zero modes. $G$ is given, and need not be symmetric.

Symmetry of $K$ gives $x\cdot Ky=y\cdot Kx$:

```lean
variable {Ω : ℝ} {C₀ : Matrix m m ℝ} {L X : Matrix n m ℝ} {K G : Matrix n n ℝ}

/-- The force constants define a symmetric bilinear form on displacements. -/
theorem force_constants_symm (hK : K.PosSemidef) (x y : n → ℝ) :
    x ⬝ᵥ K *ᵥ y = y ⬝ᵥ K *ᵥ x := by
  have hT : Kᵀ = K := by
    rw [← conjTranspose_eq_transpose_of_trivial]
    exact hK.isHermitian.eq
  rw [dotProduct_mulVec, ← mulVec_transpose, hT, dotProduct_comm]
```

Set $w=G\Lambda h$. Then $Kw=KGKXh=KXh=\Lambda h$, which is force balance:

```lean
/-- At the displacement `G L h` the restoring force balances the force induced by strain. -/
theorem force_balance (hG : K * G * K = K) (hL : L = K * X) (h : m → ℝ) :
    K *ᵥ (G *ᵥ (L *ᵥ h)) = L *ᵥ h := by
  rw [mulVec_mulVec, mulVec_mulVec, hL, ← Matrix.mul_assoc, hG]
```

**Q:** Doesn't $C$ depend on which $G$ I pick?

**A:** No: $\Lambda^TG\Lambda=X^TKGKX=X^TKX$.

```lean
omit [Fintype m] in
/-- The relaxation term `Lᵀ G L` equals `Xᵀ K X`, whichever generalised inverse `G` is used. -/
theorem relaxation_term (hK : K.PosSemidef) (hG : K * G * K = K) (hL : L = K * X) :
    Lᵀ * G * L = Xᵀ * K * X := by
  have hT : Kᵀ = K := by
    rw [← conjTranspose_eq_transpose_of_trivial]
    exact hK.isHermitian.eq
  calc Lᵀ * G * L = Xᵀ * (K * G * K) * X := by
        rw [hL, transpose_mul, hT]
        simp only [Matrix.mul_assoc]
    _ = Xᵀ * K * X := by rw [hG]
```

**Q:** Now show me the minimum.

**A:** First write the quadratic form of $C$ in terms of forces: $h\cdot Ch=h\cdot C_0h-\Lambda h\cdot G\Lambda h/\Omega$.

```lean
/-- The relaxed quadratic form is the clamped-ion one minus `Ω⁻¹` times the dot product of `L h` and
`G L h`. -/
theorem relaxed_quadratic (h : m → ℝ) :
    h ⬝ᵥ relaxedElastic Ω C₀ L G *ᵥ h
      = h ⬝ᵥ C₀ *ᵥ h - Ω⁻¹ * ((L *ᵥ h) ⬝ᵥ G *ᵥ (L *ᵥ h)) := by
  unfold relaxedElastic
  rw [sub_mulVec, dotProduct_sub, smul_mulVec, dotProduct_smul, smul_eq_mul,
    ← mulVec_mulVec, ← mulVec_mulVec, dotProduct_mulVec h Lᵀ, vecMul_transpose]
```

Next, using symmetry and $Kw=\Lambda h$,
$$\tfrac12(u-w)\cdot K(u-w)=\tfrac12u\cdot Ku-u\cdot\Lambda h+\tfrac12w\cdot\Lambda h.$$
Since $w\cdot\Lambda h=\Lambda h\cdot G\Lambda h$, substitution gives
$$E(h,u)=\tfrac{\Omega}{2}h\cdot Ch+\tfrac12(u-w)\cdot K(u-w).$$
In Lean, `generalize` names $w$, the rewrites expand the square, and `linear_combination` uses $\Omega\,\Omega^{-1}=1$.

```lean
/-- The energy is the relaxed elastic energy plus the harmonic energy of the deviation of the
internal displacements from `G L h`. -/
theorem energy_complete_square (hΩ : Ω ≠ 0) (hK : K.PosSemidef) (hG : K * G * K = K)
    (hL : L = K * X) (h : m → ℝ) (u : n → ℝ) :
    energy Ω C₀ L K h u = Ω / 2 * (h ⬝ᵥ relaxedElastic Ω C₀ L G *ᵥ h)
      + ((u - G *ᵥ (L *ᵥ h)) ⬝ᵥ K *ᵥ (u - G *ᵥ (L *ᵥ h))) / 2 := by
  have fb := force_balance hG hL h
  rw [relaxed_quadratic]
  unfold energy
  generalize G *ᵥ (L *ᵥ h) = w at fb ⊢
  rw [mulVec_sub, sub_dotProduct, dotProduct_sub, dotProduct_sub,
    force_constants_symm hK w u, fb, dotProduct_comm (L *ᵥ h) w]
  linear_combination (w ⬝ᵥ L *ᵥ h) / 2 * mul_inv_cancel₀ hΩ
```

The last term is nonnegative and vanishes at $u=w$. Moreover, $h\cdot(C_0-C)h=(Xh)\cdot K(Xh)/\Omega\ge0$. `IsLeast` says that the relaxed energy belongs to the set of attainable energies and bounds it from below. The second half of the proof writes $C_0-C$ as $X^TKX/\Omega$.

```lean
/-- Main theorem: for every strain the least energy over internal displacements is the relaxed
elastic energy, attained at `G L h`, and clamped minus relaxed elastic matrix is positive
semidefinite. -/
theorem relaxed_ion_elasticity (hΩ : 0 < Ω) (hK : K.PosSemidef) (hG : K * G * K = K)
    (hL : L = K * X) :
    (∀ h : m → ℝ,
      energy Ω C₀ L K h (G *ᵥ (L *ᵥ h)) = Ω / 2 * (h ⬝ᵥ relaxedElastic Ω C₀ L G *ᵥ h) ∧
      IsLeast (Set.range (energy Ω C₀ L K h))
        (Ω / 2 * (h ⬝ᵥ relaxedElastic Ω C₀ L G *ᵥ h))) ∧
    (C₀ - relaxedElastic Ω C₀ L G).PosSemidef := by
  constructor
  · intro h
    have hmin : energy Ω C₀ L K h (G *ᵥ (L *ᵥ h))
        = Ω / 2 * (h ⬝ᵥ relaxedElastic Ω C₀ L G *ᵥ h) := by
      rw [energy_complete_square hΩ.ne' hK hG hL]
      simp
    refine ⟨hmin, ⟨_, hmin⟩, ?_⟩
    rintro _ ⟨u, rfl⟩
    rw [energy_complete_square hΩ.ne' hK hG hL]
    have hpos := hK.dotProduct_mulVec_nonneg (u - G *ᵥ (L *ᵥ h))
    rw [star_trivial] at hpos
    linarith
  · -- the difference is `Xᴴ K X` divided by the volume
    have hd : C₀ - relaxedElastic Ω C₀ L G = Ω⁻¹ • (Xᴴ * K * X) := by
      rw [relaxedElastic, sub_sub_cancel, relaxation_term hK hG hL,
        conjTranspose_eq_transpose_of_trivial]
    rw [hd]
    exact (hK.conjTranspose_mul_mul_same X).smul (inv_nonneg.mpr hΩ.le)
```

**Q:** Is $w$ the only minimiser?

**A:** Not when $K$ is singular. For positive semidefinite $K$, the square vanishes exactly when $K(u-w)=0$, that is, when $Ku=\Lambda h$.

```lean
/-- Internal displacements reach the relaxed energy exactly when they satisfy the force-balance
equation `K u = L h`. -/
theorem minimiser_iff (hΩ : Ω ≠ 0) (hK : K.PosSemidef) (hG : K * G * K = K)
    (hL : L = K * X) (h : m → ℝ) (u : n → ℝ) :
    energy Ω C₀ L K h u = Ω / 2 * (h ⬝ᵥ relaxedElastic Ω C₀ L G *ᵥ h)
      ↔ K *ᵥ u = L *ᵥ h := by
  have hz := hK.dotProduct_mulVec_zero_iff (u - G *ᵥ (L *ᵥ h))
  rw [star_trivial] at hz
  rw [energy_complete_square hΩ hK hG hL, ← sub_eq_zero (a := K *ᵥ u),
    ← force_balance hG hL h, ← mulVec_sub, force_balance hG hL h, ← hz]
  constructor <;> intro h' <;> linarith
```

**Q:** When does relaxation leave a strain's energy unchanged?

**A:** When $w\cdot\Lambda h=w\cdot Kw=0$. This forces $Kw=0$, hence $\Lambda h=0$; the converse is immediate.

```lean
/-- A strain has equal clamped-ion and relaxed elastic energy exactly when it induces no force
on the internal displacements. -/
theorem no_softening_iff (hΩ : Ω ≠ 0) (hK : K.PosSemidef) (hG : K * G * K = K)
    (hL : L = K * X) (h : m → ℝ) :
    h ⬝ᵥ relaxedElastic Ω C₀ L G *ᵥ h = h ⬝ᵥ C₀ *ᵥ h ↔ L *ᵥ h = 0 := by
  have fb := force_balance hG hL h
  have hz := hK.dotProduct_mulVec_zero_iff (G *ᵥ (L *ᵥ h))
  rw [star_trivial, fb, dotProduct_comm] at hz
  rw [relaxed_quadratic, sub_eq_self, mul_eq_zero, or_iff_right (inv_ne_zero hΩ), hz]
```

**Q:** I still suspect that $\Lambda=KX$ was chosen for convenience.

**A:** It is equivalent to the energy being bounded below in $u$ for every strain. If $Kz=0$, the energy along $tz$ is linear in $t$ with slope $-z\cdot\Lambda h$, so boundedness forces $z\cdot\Lambda h=0$. Take $z=y-GKy$, a zero mode for every $y$. With $v=\Lambda h$, this gives $y\cdot(v-KG^Tv)=0$ for all $y$, so $v=KG^Tv$. Lean applies this to unit strains and obtains $\Lambda=K(G^T\Lambda)$. Conversely, the completed square supplies the bound.

```lean
/-- The energy is bounded below in the internal displacements for every strain exactly when the
coupling factors through the force constants. -/
theorem bounded_below_iff (hΩ : Ω ≠ 0) (hK : K.PosSemidef) (hG : K * G * K = K) :
    (∀ h : m → ℝ, BddBelow (Set.range (energy Ω C₀ L K h))) ↔
      ∃ Y : Matrix n m ℝ, L = K * Y := by
  classical
  constructor
  · intro hb
    -- strain-induced forces do no work along zero modes of `K`
    have work : ∀ (h : m → ℝ) (w : n → ℝ), K *ᵥ w = 0 → w ⬝ᵥ L *ᵥ h = 0 := by
      intro h w hw
      by_contra hc
      obtain ⟨b, hb'⟩ := hb h
      have hE := hb' ⟨((Ω / 2 * (h ⬝ᵥ C₀ *ᵥ h) - b + 1) / (w ⬝ᵥ L *ᵥ h)) • w, rfl⟩
      unfold energy at hE
      rw [mulVec_smul, hw, smul_zero, dotProduct_zero, smul_dotProduct, smul_eq_mul,
        div_mul_cancel₀ _ hc] at hE
      linarith
    refine ⟨Gᵀ * L, Matrix.ext_of_mulVec_single fun i => ?_⟩
    rw [← mulVec_mulVec, ← mulVec_mulVec]
    have key := work (Pi.single i 1)
    generalize L *ᵥ Pi.single i 1 = v at key ⊢
    -- every `y - G K y` is a zero mode
    have orth : ∀ y : n → ℝ, y ⬝ᵥ (v - K *ᵥ (Gᵀ *ᵥ v)) = 0 := by
      intro y
      have h1 := key (y - G *ᵥ (K *ᵥ y)) (by
        rw [mulVec_sub, mulVec_mulVec, mulVec_mulVec, hG, sub_self])
      rw [sub_dotProduct, dotProduct_comm (G *ᵥ (K *ᵥ y)) v, dotProduct_mulVec v G,
        ← mulVec_transpose, force_constants_symm hK] at h1
      rw [dotProduct_sub]
      exact h1
    exact sub_eq_zero.mp (dotProduct_self_eq_zero.mp (orth _))
  · rintro ⟨Y, hY⟩ h
    refine ⟨Ω / 2 * (h ⬝ᵥ relaxedElastic Ω C₀ L G *ᵥ h), ?_⟩
    rintro _ ⟨u, rfl⟩
    rw [energy_complete_square hΩ hK hG hY]
    have hpos := hK.dotProduct_mulVec_nonneg (u - G *ᵥ (L *ᵥ h))
    rw [star_trivial] at hpos
    linarith
```

**Q:** Why not pin one atom and use an ordinary inverse?

**A:** You can, if the energy is translation invariant and translations are the only zero modes. The reduced $K$ is then invertible, and the minimiser with that atom fixed is unique. The inverse of the reduced $K$, padded with zeros for the pinned atom, is one choice of $G$, so $C$ is the same. Other zero modes would still need separate treatment.

**Q:** What does this mean for a real calculation?

**A:** Density functional perturbation theory can supply $C_0$, $\Lambda$ and $K$; if they meet the hypotheses, the result gives relaxed-ion elastic constants within a finite, harmonic model with no initial stress or forces. Numerical errors can break translation invariance, so check it, and restore it if necessary, before relaxing. The result neither derives those inputs nor treats electric fields, and it doesn't claim that $C$ itself is positive.

The opening example, with its singular $K$, satisfies the matrix hypotheses:

```lean
/-- The matrices for two atoms joined by a unit spring meet the conditions on `K`, `G` and `L` in
the main theorem; at volume 2 the elastic constant 3 relaxes to 5/2. -/
theorem relaxed_ion_witness :
    (!![1, -1; -1, 1] : Matrix (Fin 2) (Fin 2) ℝ).PosSemidef ∧
    (!![1, -1; -1, 1] : Matrix (Fin 2) (Fin 2) ℝ) * !![1, 0; 0, 0] * !![1, -1; -1, 1]
      = !![1, -1; -1, 1] ∧
    (!![1; -1] : Matrix (Fin 2) (Fin 1) ℝ)
      = (!![1, -1; -1, 1] : Matrix (Fin 2) (Fin 2) ℝ) * (!![1; 0] : Matrix (Fin 2) (Fin 1) ℝ) ∧
    relaxedElastic 2 !![3] (!![1; -1] : Matrix (Fin 2) (Fin 1) ℝ) !![1, 0; 0, 0]
      = !![5 / 2] := by
  refine ⟨PosSemidef.of_dotProduct_mulVec_nonneg ?_ ?_, ?_, ?_, ?_⟩
  · ext i j
    fin_cases i <;> fin_cases j <;> simp
  · intro x
    have hx : star x ⬝ᵥ (!![1, -1; -1, 1] : Matrix (Fin 2) (Fin 2) ℝ) *ᵥ x
        = (x 0 - x 1) ^ 2 := by
      simp only [star_trivial, dotProduct, mulVec, Fin.sum_univ_two, Matrix.of_apply,
        Matrix.cons_val_zero, Matrix.cons_val_one]
      ring
    rw [hx]
    positivity
  · ext i j
    fin_cases i <;> fin_cases j <;> simp [Matrix.mul_apply, Fin.sum_univ_succ]
  · ext i j
    fin_cases i <;> fin_cases j <;> simp [Matrix.mul_apply, Fin.sum_univ_succ]
  · ext i j
    fin_cases i
    fin_cases j
    norm_num [relaxedElastic, Matrix.mul_apply, Fin.sum_univ_succ]

end

end RelaxedIonElasticity
```

```lean
#print axioms RelaxedIonElasticity.relaxed_ion_elasticity
-- 'RelaxedIonElasticity.relaxed_ion_elasticity' depends on axioms: [propext, Classical.choice, Quot.sound]
#print axioms RelaxedIonElasticity.minimiser_iff
-- 'RelaxedIonElasticity.minimiser_iff' depends on axioms: [propext, Classical.choice, Quot.sound]
#print axioms RelaxedIonElasticity.no_softening_iff
-- 'RelaxedIonElasticity.no_softening_iff' depends on axioms: [propext, Classical.choice, Quot.sound]
#print axioms RelaxedIonElasticity.bounded_below_iff
-- 'RelaxedIonElasticity.bounded_below_iff' depends on axioms: [propext, Classical.choice, Quot.sound]
```
